# Completeness of the cubic b-vector shells with weight 3/(Z b²)

One common way to estimate a k-space gradient from values on a mesh is a weighted sum over a finite set V of displacement vectors v (the b-vectors), with weights w(v):

(Df)_i(k) = Σ_{v∈V} w(v) v_i [f(k + v) − f(k)]

For an affine function f(x) = c + g·x this returns A g in place of g, where A_ij = Σ_v w(v) v_i v_j. If A is not the unit matrix, the gradient is rescaled or mixed between directions. Refining the mesh does not help, because v → λv together with w → w/λ² leaves A unchanged. The pair ±b(1, 0, 0) with weight 3/(2b²), for example, gives A = diag(3, 0, 0): one component is tripled and two are lost.

## The identity

Cartesian components in d dimensions carry indices i, j = 0, …, d − 1. The pair (V, w) is called complete when

Σ_{v∈V} w(v) v_i v_j = δ_ij for all i, j.

For b > 0 and d = 3 there are three shells of Z vectors, each vector of length b:

axes: b(±1, 0, 0) and permutations, Z = 6
body diagonals: (b/√3)(±1, ±1, ±1), Z = 8
face diagonals: (b/√2)(±1, ±1, 0) and permutations, Z = 12

Each is complete with the common weight w = 3/(Z b²), that is 1/(2b²), 3/(8b²) and 1/(4b²) respectively. In d dimensions the corresponding shells are complete with w = d/(Z b²).

## Where a code relies on it

For an isolated band of independent electrons on a uniform mesh of N k-points, the finite-difference Wannier centre is r = −(1/N) Σ_k Σ_v w(v) v θ(k, v), where θ(k, v) is the phase of the overlap ⟨φ_k|φ_{k+v}⟩, with φ_k the cell-periodic Bloch function at k (the opposite order would reverse the sign of θ). The gauge change that multiplies the function at k by exp(−i k·R), with R a lattice vector, adds −v·R to θ as long as the phase is followed continuously, and so moves r by A R, which is the expected R when A is the unit matrix. On simple cubic, body-centred and face-centred cubic k-meshes the nearest neighbours form the shells with Z = 6, 8 and 12, so on these meshes, and with one weight per shell, the weight is available in closed form.

## Derivation

Trace. Setting i = j in the condition and summing over i gives

Σ_v w(v) |v|² = Σ_i δ_ii = d.

If all Z vectors have length b and share one weight w, this reads w Z b² = d. For d > 0 it forces Z b² ≠ 0 and w = d/(Z b²). The trace condition is necessary. In d = 1 it is the whole condition; for d ≥ 2 it is not sufficient, and in d = 3 the pair ±b(1, 0, 0) above has trace 3 without being complete.

Off-diagonal moments. Let S_ij = Σ_v v_i v_j. Suppose V is closed under the reflection σ_i that reverses component i. Since σ_i is its own inverse, it permutes V, and the sum may be taken over σ_i v in place of v. For j ≠ i,

S_ij = Σ_v (σ_i v)_i (σ_i v)_j = Σ_v (−v_i) v_j = −S_ij,

so S_ij = 0.

Diagonal moments. Suppose V is closed under the exchange τ_ij of components i and j. It is also its own inverse and permutes V, and (τ_ij v)_j = v_i, so

S_jj = Σ_v (τ_ij v)_j² = Σ_v v_i² = S_ii.

Diagonal value. With closure under all exchanges, every S_jj equals S_ii, and

d S_ii = Σ_j S_jj = Σ_v |v|² = Z b².

With w = d/(Z b²), Z ≥ 1 and b > 0, the diagonal entry is w S_ii = d S_ii/(Z b²) = 1 and the off-diagonal entries are w S_ij = 0. Any non-empty shell of common length b with both symmetries is therefore complete.

The cubic shells. Take the integer vectors u with entries in {−1, 0, 1} and Σ_i u_i² = n, and set v = (b/√n) u. Reversing or exchanging entries keeps them in {−1, 0, 1} and keeps Σ u_i², so the shell has both symmetries. The length follows from |v|² = (b²/n) n = b². The factor b/√n is non-zero, so distinct u give distinct v. For 1 ≤ n ≤ d a vector with n ones and d − n zeros exists, so the shell is not empty. In d = 3 one chooses the n non-zero positions and their signs: 3·2 = 6 for n = 1, 3·4 = 12 for n = 2, and 1·8 = 8 for n = 3. In the smallest case d = n = 1 the shell is {b, −b}, the weight is 1/(2b²), and Df is the central difference [f(k + b) − f(k − b)]/(2b).

Gradient. For f(x) = c + g·x the increment is f(k + v) − f(k) = Σ_j g_j v_j, so

(Df)_i(k) = Σ_j g_j Σ_v w(v) v_i v_j = Σ_j A_ij g_j.

Completeness gives (Df)_i = g_i. Conversely, the choice f(x) = x_j and k = 0 gives (Df)_i = A_ij, which exactness sets equal to δ_ij.

## The file

In Lean 4 with Mathlib:

```lean
import Mathlib

open Matrix

namespace FiniteDifferenceShells

noncomputable section

variable {d : ℕ}

/-- Euclidean length of a vector in `d`-dimensional reciprocal space. -/
def euclLength (v : Fin d → ℝ) : ℝ := Real.sqrt (∑ i, v i ^ 2)

/-- The completeness condition `∑_b w_b b_i b_j = δ_ij` for a finite set `V` of b-vectors
with weights `w`. -/
def IsComplete (V : Finset (Fin d → ℝ)) (w : (Fin d → ℝ) → ℝ) : Prop :=
  ∀ i j, ∑ v ∈ V, w v * v i * v j = if i = j then 1 else 0

/-- Mirror reflection that reverses the sign of Cartesian component `i`. -/
def reflect {R : Type*} [Neg R] (i : Fin d) (v : Fin d → R) : Fin d → R :=
  fun k => if k = i then -v k else v k

/-- Exchange of the Cartesian components `i` and `j`. -/
def exchange {R : Type*} (i j : Fin d) (v : Fin d → R) : Fin d → R :=
  fun k => v (Equiv.swap i j k)

/-- A set of vectors has cubic symmetry if it is closed under reversing any one component
and under exchanging any two components. -/
def IsCubicSymmetric (V : Finset (Fin d → ℝ)) : Prop :=
  (∀ i, ∀ v ∈ V, reflect i v ∈ V) ∧ (∀ i j, ∀ v ∈ V, exchange i j v ∈ V)

/-- Integer directions with components in `{-1, 0, 1}` and squared length `n`. -/
def cubicDirections (d n : ℕ) : Finset (Fin d → ℤ) :=
  (Fintype.piFinset fun _ => ({-1, 0, 1} : Finset ℤ)).filter fun u => ∑ i, u i ^ 2 = n

/-- The integer direction `u` scaled by `b / √n`. -/
def shellVector (n : ℕ) (b : ℝ) (u : Fin d → ℤ) : Fin d → ℝ :=
  fun i => b / Real.sqrt n * (u i : ℝ)

/-- The shell of b-vectors obtained by scaling all cubic directions of order `n` by `b / √n`. -/
def cubicShell (d n : ℕ) (b : ℝ) : Finset (Fin d → ℝ) :=
  (cubicDirections d n).image (shellVector n b)

/-- The shell along the cube axes: `b (±1, 0, 0)` and permutations. -/
def axisShell (b : ℝ) : Finset (Fin 3 → ℝ) := cubicShell 3 1 b

/-- The shell along the face diagonals: `(b / √2) (±1, ±1, 0)` and permutations. -/
def faceDiagonalShell (b : ℝ) : Finset (Fin 3 → ℝ) := cubicShell 3 2 b

/-- The shell along the body diagonals: `(b / √3) (±1, ±1, ±1)`. -/
def bodyDiagonalShell (b : ℝ) : Finset (Fin 3 → ℝ) := cubicShell 3 3 b

/-- The finite-difference gradient `∑_b w_b b (f(k + b) - f(k))`. -/
def fdGradient (V : Finset (Fin d → ℝ)) (w : (Fin d → ℝ) → ℝ) (f : (Fin d → ℝ) → ℝ)
    (k : Fin d → ℝ) : Fin d → ℝ :=
  fun i => ∑ v ∈ V, w v * v i * (f (k + v) - f k)

/-- The completeness condition implies the sum rule `∑_b w_b |b|² = d`. -/
theorem sum_rule {V : Finset (Fin d → ℝ)} {w : (Fin d → ℝ) → ℝ} (h : IsComplete V w) :
    ∑ v ∈ V, w v * euclLength v ^ 2 = d := by
  have h1 : ∀ v ∈ V, w v * euclLength v ^ 2 = ∑ i, w v * v i * v i := by
    intro v _
    have e : euclLength v ^ 2 = ∑ i, v i ^ 2 :=
      Real.sq_sqrt (Finset.sum_nonneg fun i _ => sq_nonneg _)
    rw [e, Finset.mul_sum]
    exact Finset.sum_congr rfl fun i _ => by ring
  -- take the trace of the completeness condition
  calc ∑ v ∈ V, w v * euclLength v ^ 2
      = ∑ v ∈ V, ∑ i, w v * v i * v i := Finset.sum_congr rfl h1
    _ = ∑ i, ∑ v ∈ V, w v * v i * v i := Finset.sum_comm
    _ = ∑ _i : Fin d, (1 : ℝ) :=
        Finset.sum_congr rfl fun i _ => (h i i).trans (if_pos rfl)
    _ = d := by simp

/-- If a single shell of `Z` vectors of common length `b` is complete with a common weight `w`
in dimension `d > 0`, then `Z b² ≠ 0` and `w = d / (Z b²)`. -/
theorem weight_unique {V : Finset (Fin d → ℝ)} {w b : ℝ} (hd : 0 < d)
    (hlen : ∀ v ∈ V, euclLength v = b) (h : IsComplete V fun _ => w) :
    (V.card : ℝ) * b ^ 2 ≠ 0 ∧ w = d / (V.card * b ^ 2) := by
  have h1 := sum_rule h
  have h2 : ∑ v ∈ V, w * euclLength v ^ 2 = w * (V.card * b ^ 2) := by
    calc ∑ v ∈ V, w * euclLength v ^ 2
        = ∑ _v ∈ V, w * b ^ 2 := Finset.sum_congr rfl fun v hv => by rw [hlen v hv]
      _ = w * (V.card * b ^ 2) := by
          rw [Finset.sum_const, nsmul_eq_mul]
          ring
  have h3 : w * (V.card * b ^ 2) = d := h2.symm.trans h1
  have hne : (V.card : ℝ) * b ^ 2 ≠ 0 := by
    intro h0
    rw [h0, mul_zero] at h3
    have hd' : (0 : ℝ) < d := by exact_mod_cast hd
    linarith
  refine ⟨hne, ?_⟩
  rw [eq_div_iff hne]
  exact h3

/-- In a set closed under reversing component `i`, the moment `∑_b b_i b_j` vanishes
for `j ≠ i`. -/
theorem offDiagonal_moment {V : Finset (Fin d → ℝ)} {i j : Fin d} (hij : i ≠ j)
    (hV : ∀ v ∈ V, reflect i v ∈ V) : ∑ v ∈ V, v i * v j = 0 := by
  have inv : ∀ v : Fin d → ℝ, reflect i (reflect i v) = v := by
    intro v
    funext k
    by_cases hk : k = i <;> simp [reflect, hk]
  -- the reflection permutes the set and reverses the sign of each term
  have key : ∑ v ∈ V, v i * v j = ∑ v ∈ V, -(v i * v j) := by
    refine Finset.sum_nbij' (reflect i) (reflect i) hV hV (fun v _ => inv v)
      (fun v _ => inv v) (fun v _ => ?_)
    simp [reflect, hij.symm]
  rw [Finset.sum_neg_distrib] at key
  linarith

/-- In a set closed under exchanging components `i` and `j`, the moments `∑_b b_i²` and
`∑_b b_j²` are equal. -/
theorem diagonal_moment {V : Finset (Fin d → ℝ)} {i j : Fin d}
    (hV : ∀ v ∈ V, exchange i j v ∈ V) : ∑ v ∈ V, v i ^ 2 = ∑ v ∈ V, v j ^ 2 := by
  have inv : ∀ v : Fin d → ℝ, exchange i j (exchange i j v) = v := by
    intro v
    funext k
    simp [exchange]
  refine Finset.sum_nbij' (exchange i j) (exchange i j) hV hV (fun v _ => inv v)
    (fun v _ => inv v) (fun v _ => ?_)
  simp [exchange]

/-- A non-empty shell with cubic symmetry, made of `Z` vectors of common length `b > 0`,
is complete with the weight `d / (Z b²)`. -/
theorem complete_of_cubicSymmetric {V : Finset (Fin d → ℝ)} {b : ℝ} (hb : 0 < b)
    (hne : V.Nonempty) (hlen : ∀ v ∈ V, euclLength v = b) (hV : IsCubicSymmetric V) :
    IsComplete V fun _ => d / (V.card * b ^ 2) := by
  intro i j
  have hZ : (0 : ℝ) < V.card := by exact_mod_cast hne.card_pos
  by_cases hij : i = j
  · subst hij
    -- all diagonal moments are equal and add up to `Z b²`
    have tr : (d : ℝ) * ∑ v ∈ V, v i ^ 2 = V.card * b ^ 2 := by
      calc (d : ℝ) * ∑ v ∈ V, v i ^ 2
          = ∑ _k : Fin d, ∑ v ∈ V, v i ^ 2 := by simp
        _ = ∑ k : Fin d, ∑ v ∈ V, v k ^ 2 :=
            Finset.sum_congr rfl fun k _ => diagonal_moment (hV.2 i k)
        _ = ∑ v ∈ V, ∑ k : Fin d, v k ^ 2 := Finset.sum_comm
        _ = ∑ _v ∈ V, b ^ 2 := by
            refine Finset.sum_congr rfl fun v hv => ?_
            have e : euclLength v ^ 2 = ∑ k, v k ^ 2 :=
              Real.sq_sqrt (Finset.sum_nonneg fun k _ => sq_nonneg _)
            rw [← e, hlen v hv]
        _ = V.card * b ^ 2 := by rw [Finset.sum_const, nsmul_eq_mul]
    have hone : (if i = i then (1 : ℝ) else 0) = 1 := if_pos rfl
    rw [hone]
    calc ∑ v ∈ V, (d : ℝ) / (V.card * b ^ 2) * v i * v i
        = ((d : ℝ) * ∑ v ∈ V, v i ^ 2) / (V.card * b ^ 2) := by
          rw [Finset.mul_sum, Finset.sum_div]
          exact Finset.sum_congr rfl fun v _ => by ring
      _ = 1 := by
          rw [tr]
          exact div_self (mul_pos hZ (pow_pos hb 2)).ne'
  · rw [if_neg hij]
    calc ∑ v ∈ V, (d : ℝ) / (V.card * b ^ 2) * v i * v j
        = (d : ℝ) / (V.card * b ^ 2) * ∑ v ∈ V, v i * v j := by
          rw [Finset.mul_sum]
          exact Finset.sum_congr rfl fun v _ => by ring
      _ = 0 := by rw [offDiagonal_moment hij (hV.1 i), mul_zero]

/-- An integer vector is a cubic direction of order `n` exactly when each component is
`-1`, `0` or `1` and its squared length is `n`. -/
theorem mem_cubicDirections {n : ℕ} (u : Fin d → ℤ) :
    u ∈ cubicDirections d n ↔
      (∀ k, u k = -1 ∨ u k = 0 ∨ u k = 1) ∧ ∑ i, u i ^ 2 = n := by
  simp only [cubicDirections, Finset.mem_filter, Fintype.mem_piFinset, Finset.mem_insert,
    Finset.mem_singleton]

/-- The shell built on the cubic directions of order `n` has cubic symmetry. -/
theorem isCubicSymmetric_witness (d n : ℕ) (b : ℝ) : IsCubicSymmetric (cubicShell d n b) := by
  constructor
  · intro i v hv
    unfold cubicShell at hv ⊢
    obtain ⟨u, hu, rfl⟩ := Finset.mem_image.mp hv
    obtain ⟨h1, h2⟩ := (mem_cubicDirections u).mp hu
    refine Finset.mem_image.mpr ⟨reflect i u, (mem_cubicDirections _).mpr ⟨?_, ?_⟩, ?_⟩
    · intro k
      have hk := h1 k
      by_cases hki : k = i
      · have e : reflect i u k = -u k := if_pos hki
        rw [e]
        omega
      · have e : reflect i u k = u k := if_neg hki
        rw [e]
        exact hk
    · refine Eq.trans (Finset.sum_congr rfl fun k _ => ?_) h2
      by_cases hk : k = i <;> simp [reflect, hk]
    · funext k
      by_cases hk : k = i <;> simp [reflect, shellVector, hk]
  · intro i j v hv
    unfold cubicShell at hv ⊢
    obtain ⟨u, hu, rfl⟩ := Finset.mem_image.mp hv
    obtain ⟨h1, h2⟩ := (mem_cubicDirections u).mp hu
    refine Finset.mem_image.mpr ⟨exchange i j u, (mem_cubicDirections _).mpr ⟨?_, ?_⟩, rfl⟩
    · intro k
      exact h1 (Equiv.swap i j k)
    · exact (Equiv.sum_comp (Equiv.swap i j) (fun k => u k ^ 2)).trans h2

/-- For `n > 0` and `b ≥ 0` every vector of the cubic shell of order `n` has length `b`. -/
theorem cubicShell_length {n : ℕ} {b : ℝ} (hn : 0 < n) (hb : 0 ≤ b) {v : Fin d → ℝ}
    (hv : v ∈ cubicShell d n b) : euclLength v = b := by
  unfold cubicShell at hv
  obtain ⟨u, hu, rfl⟩ := Finset.mem_image.mp hv
  have h1 := ((mem_cubicDirections u).mp hu).2
  have h2 : ∑ i, (u i : ℝ) ^ 2 = n := by
    exact_mod_cast h1
  have hn' : (0 : ℝ) < n := by exact_mod_cast hn
  have hn0 : (n : ℝ) ≠ 0 := hn'.ne'
  have hs : Real.sqrt n ^ 2 = n := Real.sq_sqrt hn'.le
  have h3 : ∑ i, shellVector n b u i ^ 2 = b ^ 2 := by
    calc ∑ i, shellVector n b u i ^ 2
        = b ^ 2 / Real.sqrt n ^ 2 * ∑ i, (u i : ℝ) ^ 2 := by
          rw [Finset.mul_sum]
          refine Finset.sum_congr rfl fun i _ => ?_
          simp only [shellVector]
          ring
      _ = b ^ 2 := by
          rw [hs, h2]
          field_simp
  unfold euclLength
  rw [h3, Real.sqrt_sq hb]

/-- For `n > 0` and `b ≠ 0` the cubic shell has as many distinct vectors as there are
cubic directions of order `n`. -/
theorem cubicShell_card {n : ℕ} {b : ℝ} (hn : 0 < n) (hb : b ≠ 0) :
    (cubicShell d n b).card = (cubicDirections d n).card := by
  have hn' : (0 : ℝ) < n := by exact_mod_cast hn
  have hc : b / Real.sqrt n ≠ 0 := div_ne_zero hb (Real.sqrt_pos.mpr hn').ne'
  unfold cubicShell
  apply Finset.card_image_of_injective
  intro u u' h
  funext i
  have hi := congrFun h i
  simp only [shellVector] at hi
  exact_mod_cast mul_left_cancel₀ hc hi

/-- In dimension `d`, for `1 ≤ n ≤ d` and `b > 0`, the cubic shell of order `n` with `Z`
vectors is complete with the weight `d / (Z b²)`. -/
theorem cubicShell_complete {n : ℕ} {b : ℝ} (hn : 0 < n) (hnd : n ≤ d) (hb : 0 < b) :
    IsComplete (cubicShell d n b) fun _ => d / ((cubicShell d n b).card * b ^ 2) := by
  -- a direction with ones on some set of `n` axes shows that the shell is not empty
  have hcard : n ≤ (Finset.univ : Finset (Fin d)).card := by simpa using hnd
  obtain ⟨t, -, ht⟩ := Finset.exists_subset_card_eq hcard
  have hu : (fun i => if i ∈ t then (1 : ℤ) else 0) ∈ cubicDirections d n := by
    refine (mem_cubicDirections _).mpr ⟨fun k => ?_, ?_⟩
    · by_cases hk : k ∈ t <;> simp [hk]
    · simp [ht]
  have hne : (cubicShell d n b).Nonempty := by
    unfold cubicShell
    exact Finset.Nonempty.image ⟨_, hu⟩ _
  exact complete_of_cubicSymmetric hb hne (fun v hv => cubicShell_length hn hb.le hv)
    (isCubicSymmetric_witness d n b)

/-- For `b > 0` the axis, body-diagonal and face-diagonal shells in three dimensions have
`Z = 6`, `8` and `12` vectors of length `b`, and each satisfies `∑_b w_b b_i b_j = δ_ij`
with the weight `3 / (Z b²)`. -/
theorem cubic_shells_complete {b : ℝ} (hb : 0 < b) :
    ((axisShell b).card = 6 ∧ (∀ v ∈ axisShell b, euclLength v = b) ∧
      IsComplete (axisShell b) fun _ => 3 / (6 * b ^ 2)) ∧
    ((bodyDiagonalShell b).card = 8 ∧ (∀ v ∈ bodyDiagonalShell b, euclLength v = b) ∧
      IsComplete (bodyDiagonalShell b) fun _ => 3 / (8 * b ^ 2)) ∧
    ((faceDiagonalShell b).card = 12 ∧ (∀ v ∈ faceDiagonalShell b, euclLength v = b) ∧
      IsComplete (faceDiagonalShell b) fun _ => 3 / (12 * b ^ 2)) := by
  -- count the directions among the 27 vectors with components in {-1, 0, 1}
  have d1 : (cubicDirections 3 1).card = 6 := by decide +kernel
  have d3 : (cubicDirections 3 3).card = 8 := by decide +kernel
  have d2 : (cubicDirections 3 2).card = 12 := by decide +kernel
  have c1 : (cubicShell 3 1 b).card = 6 :=
    (cubicShell_card (d := 3) (n := 1) (by norm_num) hb.ne').trans d1
  have c3 : (cubicShell 3 3 b).card = 8 :=
    (cubicShell_card (d := 3) (n := 3) (by norm_num) hb.ne').trans d3
  have c2 : (cubicShell 3 2 b).card = 12 :=
    (cubicShell_card (d := 3) (n := 2) (by norm_num) hb.ne').trans d2
  have k1 := cubicShell_complete (d := 3) (n := 1) (by norm_num) (by norm_num) hb
  have k3 := cubicShell_complete (d := 3) (n := 3) (by norm_num) (by norm_num) hb
  have k2 := cubicShell_complete (d := 3) (n := 2) (by norm_num) (by norm_num) hb
  rw [c1] at k1
  rw [c3] at k3
  rw [c2] at k2
  simp only [Nat.cast_ofNat] at k1 k3 k2
  exact ⟨⟨c1, fun v hv => cubicShell_length (n := 1) (by norm_num) hb.le hv, k1⟩,
    ⟨c3, fun v hv => cubicShell_length (n := 3) (by norm_num) hb.le hv, k3⟩,
    ⟨c2, fun v hv => cubicShell_length (n := 2) (by norm_num) hb.le hv, k2⟩⟩

/-- The completeness condition holds exactly when the finite-difference gradient returns `g`
for every affine function `f(x) = c + g · x` at every point `k`. -/
theorem isComplete_iff_fdGradient_exact (V : Finset (Fin d → ℝ)) (w : (Fin d → ℝ) → ℝ) :
    IsComplete V w ↔
      ∀ (c : ℝ) (g k : Fin d → ℝ), fdGradient V w (fun x => c + g ⬝ᵥ x) k = g := by
  constructor
  · intro h c g k
    funext i
    calc fdGradient V w (fun x => c + g ⬝ᵥ x) k i
        = ∑ v ∈ V, ∑ j, g j * (w v * v i * v j) := by
          unfold fdGradient
          refine Finset.sum_congr rfl fun v _ => ?_
          -- the increment of an affine function along `v` is `g · v`
          have e : c + g ⬝ᵥ (k + v) - (c + g ⬝ᵥ k) = ∑ j, g j * v j := by
            have e' : g ⬝ᵥ v = ∑ j, g j * v j := rfl
            rw [dotProduct_add]
            linarith
          show w v * v i * (c + g ⬝ᵥ (k + v) - (c + g ⬝ᵥ k)) = _
          rw [e, Finset.mul_sum]
          exact Finset.sum_congr rfl fun j _ => by ring
      _ = ∑ j, g j * ∑ v ∈ V, w v * v i * v j := by
          rw [Finset.sum_comm]
          exact Finset.sum_congr rfl fun j _ => by rw [Finset.mul_sum]
      _ = ∑ j, g j * (if i = j then 1 else 0) :=
          Finset.sum_congr rfl fun j _ => by rw [h i j]
      _ = g i := by simp
  · intro h i j
    -- test on the coordinate function `x ↦ x_j`
    have hij := congrFun (h 0 (fun k => if k = j then 1 else 0) 0) i
    simpa [fdGradient, dotProduct] using hij

end

end FiniteDifferenceShells
```

```lean
#print axioms FiniteDifferenceShells.weight_unique
#print axioms FiniteDifferenceShells.cubicShell_complete
#print axioms FiniteDifferenceShells.cubic_shells_complete
#print axioms FiniteDifferenceShells.isComplete_iff_fdGradient_exact
```

```
'FiniteDifferenceShells.weight_unique' depends on axioms: [propext, Classical.choice, Quot.sound]
'FiniteDifferenceShells.cubicShell_complete' depends on axioms: [propext, Classical.choice, Quot.sound]
'FiniteDifferenceShells.cubic_shells_complete' depends on axioms: [propext, Classical.choice, Quot.sound]
'FiniteDifferenceShells.isComplete_iff_fdGradient_exact' depends on axioms: [propext, Classical.choice, Quot.sound]
```

## Reading the statements

A vector is a function `Fin d → ℝ`, its Cartesian components along the cube axes. A shell is a `Finset (Fin d → ℝ)`, so its members are distinct and Z is `V.card`. The weight is a function `w` of the vector, and `fun _ => w` is a common weight. `IsComplete V w` is the condition above and `fdGradient` is Df. In the file's comments, the b inside a sum written ∑_b is the vector v, whereas the b in a weight such as 3/(Z b²) is the common length. `reflect i` and `exchange i j` are σ_i and τ_ij, and `IsCubicSymmetric` is closure under all of them. `cubicDirections d n` holds the unnormalised integer vectors u, `shellVector` scales them by b/√n, and `cubicShell` is the image.

`cubic_shells_complete` says that for `0 < b` the sets `axisShell b`, `bodyDiagonalShell b` and `faceDiagonalShell b` have 6, 8 and 12 members, that each member has `euclLength v = b`, and that each set is complete with weight `3 / (6 * b ^ 2)`, `3 / (8 * b ^ 2)` and `3 / (12 * b ^ 2)`. `cubicShell_complete` is the version for 1 ≤ n ≤ d. `isComplete_iff_fdGradient_exact` holds for any finite V and any real weights, so it also applies to several shells with different weights.

## How the proof follows the derivation

`sum_rule` is the trace, with `Finset.sum_comm` interchanging the sums over v and i. `weight_unique` inserts the common length and rules out Z b² = 0 from d > 0 before dividing. In `offDiagonal_moment` and `diagonal_moment` the fact `inv` states that the map is its own inverse, and `Finset.sum_nbij'` relabels the sum along it; `key` is S_ij = −S_ij. `complete_of_cubicSymmetric` splits on i = j, and `tr` is d S_ii = Z b².

`mem_cubicDirections` unfolds membership, after which `isCubicSymmetric_witness` applies σ_i or τ_ij to the integer vector u and checks entries and squared length. `cubicShell_length` is |v|² = b². `cubicShell_card` cancels b/√n to show that the scaling is injective; it needs b ≠ 0, since at b = 0 all vectors coincide. `cubicShell_complete` picks a set `t` of n axes and uses its indicator vector `hu` for non-emptiness. The main theorem replaces the count by positions and signs with an enumeration, `decide +kernel`, of the 27 candidates in {−1, 0, 1}³. The last theorem uses `e` for the increment g·v in one direction and the coordinate function x_j in the other.

## An easy mistake

The b in the weight is the Euclidean length of the vectors and not the size of their components. For body diagonals (±h, ±h, ±h) with h > 0 the length is b = √3 h and the weight is 1/(8h²). Putting h for b gives 3/(8h²) and A = 3 × the unit matrix. The same slip can enter a formal statement: the norm that Mathlib puts on `Fin d → ℝ` is the largest absolute component, which is h for these vectors. The file defines `euclLength` as the root of the sum of squares and states all lengths with it.

## What a code may take from it

The theorems fix the counts, lengths and weights of the three shells in exact real arithmetic, with the coordinate axes along the cube axes. A numerical test of A against the unit matrix is, up to rounding, a test of exactness on affine functions. `weight_unique` gives uniqueness among common weights only and leaves open weights that vary within a shell. The count Z is evaluated in d = 3; for general d it remains the cardinality of the shell.

The shells are defined as sets of vectors with no lattice behind them. Their identification with the neighbours on a k-mesh and the behaviour of the Wannier centre described earlier are background that the file does not formalise. It has no rotated axes, no non-cubic cells and no procedure for choosing several shells and solving for their weights. The function f is a real scalar on all of ℝ^d, so overlaps, the branch of the phase and periodicity over the Brillouin zone are absent. Exactness is proved for affine f, with no bound on the error for a function with curvature.
